# For a harmonic trap dragged in steps from equilibrium, the mean work is β/2 times the work variance

## Question

A Brownian particle in a harmonic trap that is dragged from equilibrium obeys \(\langle W\rangle=\beta\,\mathrm{Var}(W)/2\), however far and fast the trap moves. Here \(W\) is the switching work and \(\beta\) the inverse temperature. In my version the trap has stiffness \(k>0\) and jumps through centres \(c_0,\dots,c_n\). The particle starts in equilibrium at \(c_0\), and after each jump it relaxes partially:

\[
x_j=c_j+a(x_{j-1}-c_j)+\sqrt{\frac{1-a^2}{\beta k}}\;\xi_j,\qquad 0\le a<1,
\]

with independent standard normal \(\xi_j\). I would like a rigorous derivation without a slow-driving approximation, and a machine-checked proof. Can this be done in Lean?

## Answer

Yes: \(\langle W_n\rangle=\beta\,\mathrm{Var}(W_n)/2\) holds for every number \(n\) of moves and every fixed sequence of centres. In the same model \(\langle e^{-\beta W_n}\rangle=1\). Both results need only \(a^2\le1\), which includes your range.

### Mean and variance change together

Let \(U_j(x)=\tfrac k2(x-c_j)^2\). The work is the sum of the energy changes at fixed position,

\[
W_n=\sum_{j=0}^{n-1}\bigl[U_{j+1}(x_j)-U_j(x_j)\bigr],\qquad W_0=0 .
\]

The equilibrium start is \(x_0=c_0+\xi_0/\sqrt{\beta k}\), where \(\xi_0\) is standard normal and independent of the later noise. Write \(d=c_{n+1}-c_n\) and \(m_n=\langle x_n\rangle\). One more move gives

\[
W_{n+1}=W_n+\tfrac k2(c_{n+1}^2-c_n^2)-kd\,x_n,
\]
\[
x_{n+1}=(1-a)c_{n+1}+a x_n+\sqrt{\tfrac{1-a^2}{\beta k}}\;\xi_{n+1}.
\]

The fresh noise \(\xi_{n+1}\) is uncorrelated with \(x_n\) and \(W_n\), which depend only on earlier noise.

**Position variance.** Initially \(\mathrm{Var}(x_0)=1/(\beta k)\). If \(\mathrm{Var}(x_n)=1/(\beta k)\), then
\[
\mathrm{Var}(x_{n+1})=\frac{a^2}{\beta k}+\frac{1-a^2}{\beta k}=\frac1{\beta k}.
\]

**Covariance of work and position.** The claim is \(\mathrm{Cov}(W_n,x_n)=(m_n-c_n)/\beta\). At \(n=0\) both sides vanish. For the next move,
\[
\mathrm{Cov}(W_{n+1},x_{n+1})=a\left[\frac{m_n-c_n}{\beta}-\frac{kd}{\beta k}\right]=\frac{a(m_n-c_{n+1})}{\beta}=\frac{m_{n+1}-c_{n+1}}{\beta}.
\]

**Work.** The mean changes by
\[
\langle W_{n+1}\rangle-\langle W_n\rangle=\tfrac k2(c_{n+1}^2-c_n^2)-kd\,m_n=\tfrac k2d^2-kd(m_n-c_n),
\]
and the scaled variance by
\[
\frac\beta2\bigl[\mathrm{Var}(W_{n+1})-\mathrm{Var}(W_n)\bigr]
=\frac\beta2\left[-2kd\,\frac{m_n-c_n}{\beta}+\frac{k^2d^2}{\beta k}\right]
=\tfrac k2d^2-kd(m_n-c_n).
\]
The increments agree and both quantities start at zero, so the relation follows by induction.

**Exponential average.** Unrolling the recursions gives \(W_n=b+\sum_{i=0}^n w_i\xi_i\) with constants \(b,w_i\). Hence \(\langle W_n\rangle=b\), \(\mathrm{Var}(W_n)=\sum_i w_i^2\), and
\[
\langle e^{-\beta W_n}\rangle=\exp\Bigl(-\beta b+\tfrac{\beta^2}{2}\sum_i w_i^2\Bigr)=1,
\]
because the work relation says \(b=\tfrac\beta2\sum_i w_i^2\).

For a single move, \(W_1=\tfrac k2d^2-kd(x_0-c_0)\), with \(d=c_1-c_0\). Its mean is \(kd^2/2\) and its variance \(kd^2/\beta\), whatever the value of \(a\).

### What the Lean theorems say

`mean_work_eq_half_beta_variance` states the work relation, and `jarzynski_equality` the exponential average. Their ingredients correspond to the physics as follows:

- `μ` is a probability measure on the sample space `Ω`. `μ[...]`, `Var[...; μ]` and `cov[..., ...; μ]` are true ensemble moments, not estimates from samples.
- `c : ℕ → ℝ` is the protocol. It is fixed in advance, so feedback from the particle to the trap is not covered.
- `position` contains the Gaussian equilibrium start and your update rule; `work` evaluates each energy change before the particle relaxes.
- `IsThermalNoise μ ξ` says that the `ξ i` are measurable, independent and standard normal. It stands for a heat bath without memory. `thermalNoise_witness` constructs such a sequence.
- `hk`, `hβ` and `ha` are the conditions \(k>0\), \(\beta>0\) and \(a^2\le1\).

The model is one-dimensional and moves in discrete steps. Its update rule is postulated, not derived from an equation of motion; the noise amplitude is the one that preserves equilibrium in a resting trap. The general Jarzynski equality concerns arbitrary driven potentials and a free-energy difference \(\Delta F\). The theorem here treats a trap of constant stiffness, whose displacement leaves the free energy unchanged, hence the value one.

```lean
import Mathlib

open MeasureTheory ProbabilityTheory

namespace DraggedHarmonicTrap

noncomputable section

variable {Ω : Type*}

/-- Energy of a particle at `x` in a harmonic trap of stiffness `k` centred at `c`. -/
def trapEnergy (k c x : ℝ) : ℝ := k / 2 * (x - c) ^ 2

/-- Position after `n` moves of the trap: an equilibrium start, then partial relaxation
towards the new centre with thermal noise after each move. -/
def position (k β a : ℝ) (c : ℕ → ℝ) (ξ : ℕ → Ω → ℝ) : ℕ → Ω → ℝ
  | 0 => fun ω => c 0 + Real.sqrt (1 / (β * k)) * ξ 0 ω
  | n + 1 => fun ω => c (n + 1) + a * (position k β a c ξ n ω - c (n + 1))
      + Real.sqrt ((1 - a ^ 2) / (β * k)) * ξ (n + 1) ω

/-- Switching work of the first `n` moves: the sum of the energy changes at fixed position. -/
def work (k β a : ℝ) (c : ℕ → ℝ) (ξ : ℕ → Ω → ℝ) (n : ℕ) (ω : Ω) : ℝ :=
  ∑ j ∈ Finset.range n, (trapEnergy k (c (j + 1)) (position k β a c ξ j ω)
    - trapEnergy k (c j) (position k β a c ξ j ω))

/-- Each move changes position and work by affine rules in the current position, the
current work and the fresh noise. -/
theorem affine_dynamics (k β a : ℝ) (c : ℕ → ℝ) (ξ : ℕ → Ω → ℝ) :
    (position k β a c ξ 0 =
      fun ω => c 0 + Real.sqrt (1 / (β * k)) * ξ 0 ω + 0 * ξ 0 ω) ∧
    ∀ n, (position k β a c ξ (n + 1) = fun ω => (1 - a) * c (n + 1)
        + a * position k β a c ξ n ω + Real.sqrt ((1 - a ^ 2) / (β * k)) * ξ (n + 1) ω) ∧
      (work k β a c ξ (n + 1) = fun ω => k / 2 * (c (n + 1) ^ 2 - c n ^ 2)
        + 1 * work k β a c ξ n ω + (-(k * (c (n + 1) - c n))) * position k β a c ξ n ω) := by
  refine ⟨?_, fun n => ⟨?_, ?_⟩⟩
  · funext ω; simp only [position]; ring
  · funext ω; simp only [position]; ring
  · funext ω; simp only [work, Finset.sum_range_succ, trapEnergy]; ring

/-- Position and work after `n ≤ N` moves are constants plus linear combinations of the
noises `ξ 0, …, ξ N`. -/
theorem noise_expansion (k β a : ℝ) (c : ℕ → ℝ) (ξ : ℕ → Ω → ℝ) (N n : ℕ) (hn : n ≤ N) :
    (∃ (b : ℝ) (w : ℕ → ℝ), ∀ ω, position k β a c ξ n ω
      = b + ∑ i ∈ Finset.range (N + 1), w i * ξ i ω) ∧
    (∃ (b : ℝ) (w : ℕ → ℝ), ∀ ω, work k β a c ξ n ω
      = b + ∑ i ∈ Finset.range (N + 1), w i * ξ i ω) := by
  have delta : ∀ m, m ≤ N → ∀ ω,
      ∑ i ∈ Finset.range (N + 1), (if i = m then (1 : ℝ) else 0) * ξ i ω = ξ m ω := by
    intro m hm ω
    rw [Finset.sum_eq_single m (fun i _ hi => by simp [hi])
      (fun h => absurd (Finset.mem_range.2 (by omega)) h)]
    simp
  have lin : ∀ (q r : ℝ) (u v : ℕ → ℝ) (ω : Ω),
      ∑ i ∈ Finset.range (N + 1), (q * u i + r * v i) * ξ i ω
        = q * ∑ i ∈ Finset.range (N + 1), u i * ξ i ω
          + r * ∑ i ∈ Finset.range (N + 1), v i * ξ i ω := by
    intro q r u v ω
    rw [Finset.mul_sum, Finset.mul_sum, ← Finset.sum_add_distrib]
    exact Finset.sum_congr rfl (fun i _ => by ring)
  obtain ⟨d0, ds⟩ := affine_dynamics k β a c ξ
  induction n with
  | zero =>
    refine ⟨⟨c 0, fun i => Real.sqrt (1 / (β * k)) * (if i = 0 then 1 else 0)
      + 0 * (if i = 0 then 1 else 0), fun ω => ?_⟩, ⟨0, fun _ => 0, fun ω => by simp [work]⟩⟩
    rw [lin, delta 0 hn, d0]
    ring
  | succ n ih =>
    obtain ⟨⟨b, u, hu⟩, ⟨b', v, hv⟩⟩ := ih (by omega)
    refine ⟨⟨(1 - a) * c (n + 1) + a * b, fun i => a * u i
      + Real.sqrt ((1 - a ^ 2) / (β * k)) * (if i = n + 1 then 1 else 0), fun ω => ?_⟩,
      ⟨k / 2 * (c (n + 1) ^ 2 - c n ^ 2) + b' + (-(k * (c (n + 1) - c n))) * b,
      fun i => 1 * v i + (-(k * (c (n + 1) - c n))) * u i, fun ω => ?_⟩⟩
    · rw [lin, delta (n + 1) hn, (ds n).1]
      simp only [hu]
      ring
    · rw [lin, (ds n).2]
      simp only [hu, hv]
      ring

variable [MeasurableSpace Ω]

/-- Thermal noise: a sequence of independent standard normal random variables. -/
structure IsThermalNoise (μ : Measure Ω) (ξ : ℕ → Ω → ℝ) : Prop where
  meas : ∀ i, Measurable (ξ i)
  law : ∀ i, μ.map (ξ i) = gaussianReal 0 1
  indep : iIndepFun ξ μ

variable {μ : Measure Ω} {ξ : ℕ → Ω → ℝ} {k β a : ℝ}

/-- Thermal noise has zero mean and unit variance, and different members are uncorrelated. -/
theorem noise_moments (hξ : IsThermalNoise μ ξ) :
    (∀ i, MemLp (ξ i) 2 μ ∧ μ[ξ i] = 0 ∧ Var[ξ i; μ] = 1) ∧
    ∀ i j, i ≠ j → cov[ξ i, ξ j; μ] = 0 := by
  have hL : ∀ i, MemLp (ξ i) 2 μ := by
    intro i
    have h : MemLp id 2 (μ.map (ξ i)) := by
      rw [hξ.law i]; exact memLp_id_gaussianReal 2
    exact h.comp_of_map (hξ.meas i).aemeasurable
  refine ⟨fun i => ⟨hL i, ?_, ?_⟩, fun i j hij =>
    (hξ.indep.indepFun hij).covariance_eq_zero (hL i) (hL j)⟩
  · have h := integral_map (μ := μ) (hξ.meas i).aemeasurable
      (f := fun x : ℝ => x) measurable_id.aestronglyMeasurable
    rw [hξ.law i, integral_id_gaussianReal] at h
    exact h.symm
  · have h := variance_map (μ := μ) (X := id) (Y := ξ i) measurable_id.aemeasurable
      (hξ.meas i).aemeasurable
    rw [hξ.law i, variance_id_gaussianReal] at h
    simpa using h.symm

variable [IsProbabilityMeasure μ]

/-- Mean, covariances and variance of an affine combination of two square-integrable
random variables. -/
theorem affine_moments {X Y F : Ω → ℝ} {p q r : ℝ} (hX : MemLp X 2 μ) (hY : MemLp Y 2 μ)
    (hF : F = fun ω => p + q * X ω + r * Y ω) :
    MemLp F 2 μ ∧ μ[F] = p + q * μ[X] + r * μ[Y] ∧
    (∀ Z, MemLp Z 2 μ → cov[F, Z; μ] = q * cov[X, Z; μ] + r * cov[Y, Z; μ]) ∧
    Var[F; μ] = q ^ 2 * Var[X; μ] + 2 * q * r * cov[X, Y; μ] + r ^ 2 * Var[Y; μ] := by
  have hM : MemLp F 2 μ := by
    rw [hF]
    exact ((memLp_const p).add (hX.const_mul q)).add (hY.const_mul r)
  have hC : ∀ Z, MemLp Z 2 μ →
      cov[F, Z; μ] = q * cov[X, Z; μ] + r * cov[Y, Z; μ] := by
    intro Z hZ
    have e : F = ((fun _ => p) + q • X) + r • Y := by
      rw [hF]; ext ω; simp
    rw [e, covariance_add_left ((memLp_const p).add (hX.const_smul q)) (hY.const_smul r) hZ,
      covariance_add_left (memLp_const p) (hX.const_smul q) hZ, covariance_const_left,
      covariance_smul_left, covariance_smul_left, zero_add]
  refine ⟨hM, ?_, hC, ?_⟩
  · have i1 : Integrable (fun ω => q * X ω) μ := (hX.integrable (by norm_num)).const_mul q
    have i2 : Integrable (fun ω => r * Y ω) μ := (hY.integrable (by norm_num)).const_mul r
    have i3 : Integrable (fun ω => p + q * X ω) μ := (integrable_const p).add i1
    subst hF
    change ∫ ω, (p + q * X ω + r * Y ω) ∂μ = _
    rw [integral_add i3 i2, integral_add (integrable_const p) i1, integral_const_mul,
      integral_const_mul]
    simp
  · rw [← covariance_self hM.1.aemeasurable, hC F hM, covariance_comm X F,
      covariance_comm Y F, hC X hX, hC Y hY, covariance_self hX.1.aemeasurable,
      covariance_self hY.1.aemeasurable, covariance_comm Y X]
    ring

/-- Position and work have finite second moments and are uncorrelated with noise that has
not yet acted. -/
theorem future_noise_uncorrelated (hξ : IsThermalNoise μ ξ) (c : ℕ → ℝ) (n : ℕ) :
    MemLp (position k β a c ξ n) 2 μ ∧ MemLp (work k β a c ξ n) 2 μ ∧
    (∀ m, n < m → cov[position k β a c ξ n, ξ m; μ] = 0) ∧
    (∀ m, n ≤ m → cov[work k β a c ξ n, ξ m; μ] = 0) := by
  obtain ⟨hN, hU⟩ := noise_moments hξ
  obtain ⟨d0, ds⟩ := affine_dynamics k β a c ξ
  induction n with
  | zero =>
    have hx := affine_moments (hN 0).1 (hN 0).1 d0
    have hw : work k β a c ξ 0 = fun _ => (0 : ℝ) := by funext ω; simp [work]
    refine ⟨hx.1, by rw [hw]; exact memLp_const 0, fun m hm => ?_, fun m _ => ?_⟩
    · rw [hx.2.2.1 _ (hN m).1, hU 0 m (by omega)]; ring
    · rw [hw, covariance_const_left]
  | succ n ih =>
    obtain ⟨mx, mw, ux, uw⟩ := ih
    have hx := affine_moments mx (hN (n + 1)).1 (ds n).1
    have hw := affine_moments mw mx (ds n).2
    refine ⟨hx.1, hw.1, fun m hm => ?_, fun m hm => ?_⟩
    · rw [hx.2.2.1 _ (hN m).1, ux m (by omega), hU (n + 1) m (by omega)]; ring
    · rw [hw.2.2.1 _ (hN m).1, ux m (by omega), uw m (by omega)]; ring

/-- The position variance keeps its equilibrium value `1 / (β k)` throughout the dragging. -/
theorem position_variance (hξ : IsThermalNoise μ ξ) (hk : 0 < k) (hβ : 0 < β)
    (ha : a ^ 2 ≤ 1) (c : ℕ → ℝ) (n : ℕ) :
    Var[position k β a c ξ n; μ] = 1 / (β * k) := by
  obtain ⟨hN, -⟩ := noise_moments hξ
  obtain ⟨d0, ds⟩ := affine_dynamics k β a c ξ
  induction n with
  | zero =>
    rw [(affine_moments (hN 0).1 (hN 0).1 d0).2.2.2, (hN 0).2.2,
      Real.sq_sqrt (by positivity)]
    ring
  | succ n ih =>
    obtain ⟨mx, -, ux, -⟩ := future_noise_uncorrelated (k := k) (β := β) (a := a) hξ c n
    rw [(affine_moments mx (hN (n + 1)).1 (ds n).1).2.2.2, ih, ux _ (Nat.lt_succ_self n),
      (hN (n + 1)).2.2, Real.sq_sqrt (div_nonneg (by linarith) (by positivity))]
    ring

/-- The covariance of work and position equals the mean displacement from the trap
centre divided by `β`. -/
theorem work_position_covariance (hξ : IsThermalNoise μ ξ) (hk : 0 < k) (hβ : 0 < β)
    (ha : a ^ 2 ≤ 1) (c : ℕ → ℝ) (n : ℕ) :
    cov[work k β a c ξ n, position k β a c ξ n; μ]
      = (μ[position k β a c ξ n] - c n) / β := by
  obtain ⟨hN, -⟩ := noise_moments hξ
  obtain ⟨d0, ds⟩ := affine_dynamics k β a c ξ
  induction n with
  | zero =>
    have hw : work k β a c ξ 0 = fun _ => (0 : ℝ) := by funext ω; simp [work]
    rw [hw, covariance_const_left, (affine_moments (hN 0).1 (hN 0).1 d0).2.1, (hN 0).2.1]
    ring
  | succ n ih =>
    obtain ⟨mx, mw, ux, uw⟩ := future_noise_uncorrelated (k := k) (β := β) (a := a) hξ c n
    have hx := affine_moments mx (hN (n + 1)).1 (ds n).1
    have hw := affine_moments mw mx (ds n).2
    -- expand the new work, then the new position
    rw [hw.2.2.1 _ hx.1, covariance_comm (work k β a c ξ n),
      covariance_comm (position k β a c ξ n), hx.2.2.1 _ mw, hx.2.2.1 _ mx,
      covariance_comm (ξ (n + 1)) (work k β a c ξ n),
      covariance_comm (ξ (n + 1)) (position k β a c ξ n),
      covariance_comm (position k β a c ξ n) (work k β a c ξ n),
      uw _ (Nat.le_succ n), ux _ (Nat.lt_succ_self n), covariance_self mx.1.aemeasurable,
      position_variance hξ hk hβ ha c n, ih, hx.2.1, (hN (n + 1)).2.1]
    field_simp
    ring

/-- Work fluctuation-dissipation relation: the mean switching work of the dragged trap is
`β / 2` times its variance, for any sequence of centres and any number of moves. -/
theorem mean_work_eq_half_beta_variance (hξ : IsThermalNoise μ ξ) (hk : 0 < k) (hβ : 0 < β)
    (ha : a ^ 2 ≤ 1) (c : ℕ → ℝ) (n : ℕ) :
    μ[work k β a c ξ n] = β * Var[work k β a c ξ n; μ] / 2 := by
  induction n with
  | zero =>
    have hw : work k β a c ξ 0 = fun _ => (0 : ℝ) := by funext ω; simp [work]
    rw [hw, ← covariance_self aemeasurable_const, covariance_const_left]
    simp
  | succ n ih =>
    obtain ⟨mx, mw, -, -⟩ := future_noise_uncorrelated (k := k) (β := β) (a := a) hξ c n
    have hw := affine_moments mw mx ((affine_dynamics k β a c ξ).2 n).2
    -- both sides grow by the same amount in one move
    rw [hw.2.1, hw.2.2.2, ih, work_position_covariance hξ hk hβ ha c n,
      position_variance hξ hk hβ ha c n]
    field_simp
    ring

/-- Jarzynski equality for the dragged trap: the average of `exp (-β W)` is one. -/
theorem jarzynski_equality (hξ : IsThermalNoise μ ξ) (hk : 0 < k) (hβ : 0 < β)
    (ha : a ^ 2 ≤ 1) (c : ℕ → ℝ) (n : ℕ) :
    ∫ ω, Real.exp (-β * work k β a c ξ n ω) ∂μ = 1 := by
  obtain ⟨hN, -⟩ := noise_moments hξ
  obtain ⟨-, b, w, hw⟩ := noise_expansion k β a c ξ n n le_rfl
  let Y : ℕ → Ω → ℝ := fun i ω => w i * ξ i ω
  let S : Ω → ℝ := ∑ i ∈ Finset.range (n + 1), Y i
  have hY : ∀ i, MemLp (Y i) 2 μ := fun i => (hN i).1.const_mul (w i)
  have hS : MemLp S 2 μ := MeasureTheory.memLp_finsetSum' _ (fun i _ => hY i)
  have hind : iIndepFun Y μ :=
    hξ.indep.comp (fun i x => w i * x) (fun i => measurable_const_mul (w i))
  have hF : work k β a c ξ n = fun ω => b + 1 * S ω + 0 * S ω := by
    funext ω
    rw [hw ω]
    simp [S, Y, Finset.sum_apply]
  have hmean : μ[S] = 0 := by
    simp only [S, Finset.sum_apply]
    rw [MeasureTheory.integral_finsetSum _ (fun i _ => (hY i).integrable (by norm_num))]
    refine Finset.sum_eq_zero (fun i _ => ?_)
    change ∫ ω, w i * ξ i ω ∂μ = 0
    rw [integral_const_mul, (hN i).2.1, mul_zero]
  have hvar : Var[S; μ] = ∑ i ∈ Finset.range (n + 1), w i ^ 2 := by
    change Var[∑ i ∈ Finset.range (n + 1), Y i; μ] = _
    rw [IndepFun.variance_sum (fun i _ => hY i) (fun i _ j _ hij => hind.indepFun hij)]
    refine Finset.sum_congr rfl (fun i _ => ?_)
    change Var[fun ω => w i * ξ i ω; μ] = _
    rw [variance_const_mul, (hN i).2.2, mul_one]
  -- the Gaussian moment generating function of the fluctuating part
  have hmgf : mgf S μ (-β) = Real.exp (β ^ 2 / 2 * ∑ i ∈ Finset.range (n + 1), w i ^ 2) := by
    change mgf (∑ i ∈ Finset.range (n + 1), Y i) μ (-β) = _
    rw [hind.mgf_sum (fun i => (hξ.meas i).const_mul (w i)), Finset.mul_sum, Real.exp_sum]
    refine Finset.prod_congr rfl (fun i _ => ?_)
    change mgf (fun ω => w i * ξ i ω) μ (-β) = _
    rw [mgf_const_mul, mgf_gaussianReal (hξ.law i)]
    congr 1
    simp only [NNReal.coe_one]
    ring
  have hm := affine_moments hS hS hF
  have hfd := mean_work_eq_half_beta_variance hξ hk hβ ha c n
  rw [hm.2.1, hm.2.2.2, hmean, hvar] at hfd
  have hsplit : ∀ ω, Real.exp (-β * work k β a c ξ n ω)
      = Real.exp (-β * b) * Real.exp (-β * S ω) := by
    intro ω
    rw [← Real.exp_add, hF]
    congr 1
    ring
  simp only [hsplit]
  rw [integral_const_mul]
  change Real.exp (-β * b) * mgf S μ (-β) = 1
  rw [hmgf, ← Real.exp_add, Real.exp_eq_one_iff]
  linear_combination (-β) * hfd

/-- The coordinates of an infinite product of standard Gaussian measures are thermal noise. -/
theorem thermalNoise_witness :
    IsThermalNoise (Measure.infinitePi (fun _ : ℕ => gaussianReal 0 1))
      (fun i (ω : ℕ → ℝ) => ω i) where
  meas := fun i => measurable_pi_apply i
  law := fun i => (measurePreserving_eval_infinitePi (fun _ : ℕ => gaussianReal 0 1) i).map_eq
  indep := iIndepFun_infinitePi (P := fun _ : ℕ => gaussianReal 0 1)
    (X := fun _ (x : ℝ) => x) (fun _ => measurable_id)

end

end DraggedHarmonicTrap
```

```lean
#print axioms DraggedHarmonicTrap.mean_work_eq_half_beta_variance
#print axioms DraggedHarmonicTrap.jarzynski_equality
```

```
'DraggedHarmonicTrap.mean_work_eq_half_beta_variance' depends on axioms: [propext, Classical.choice, Quot.sound]
'DraggedHarmonicTrap.jarzynski_equality' depends on axioms: [propext, Classical.choice, Quot.sound]
```

### How the proof follows the calculation

`affine_dynamics` proves the two one-move formulas by unfolding the definitions and using `ring`. `noise_moments` extracts means, variances and vanishing covariances from the Gaussian law and independence. `affine_moments` then supplies the moments of any combination \(p+qX+rY\), so each later induction can expand a move in the same way.

`future_noise_uncorrelated` justifies dropping the cross terms with fresh noise, and also proves that the second moments are finite. `position_variance` and `work_position_covariance` are the first two inductions above. In the main theorem, the `rw` step expands the new mean and variance, replaces the old mean by the induction hypothesis and inserts both results into the variance; `field_simp` and `ring` confirm that the increments match.

For the exponential average, `noise_expansion` provides \(b\) and the \(w_i\). Independence turns the moment generating function of the sum into a product of Gaussian factors (`hmgf`). The final `linear_combination` uses the work relation, stored as `hfd`, to make the exponent zero.

### In a simulation

At each step, the code adds the new trap energy minus the old one at the stored position, and only then updates the position. For overdamped motion with friction \(\gamma\) and a waiting time \(\tau\) between moves, \(a=e^{-k\tau/\gamma}\). Over many trajectories, the sample mean of the work should approach \(\beta/2\) times its sample variance, which gives a check on the work bookkeeping. In free-energy estimation, the second-cumulant formula \(\langle W\rangle-\beta\,\mathrm{Var}(W)/2\) is therefore exact for this harmonic model at constant stiffness, where it gives zero.
